# Vibrations above the optical branch of a nearest-neighbour diatomic chain are evanescent

A layered crystal can join two materials whose optical phonon bands do not overlap. An optical vibration of one layer may then have a frequency above the highest band of its neighbour, and the question is what form the motion takes inside that neighbour. A simple model of the neighbour is a harmonic chain with two atoms per cell, of masses $M$ and $m$, joined to nearest neighbours by springs of one constant $K$. This $K$ stands for the stiffness of a bond, the second derivative of the energy with respect to its stretch. Density functional perturbation theory computes second derivatives of the energy with respect to atomic displacements as the dynamical matrix at chosen wave vectors, and real-space force constants follow from it by Fourier transform; the chain is a one-dimensional model with a single polarisation, in which the force constant between neighbouring atoms is $-K$ and that of an atom with itself is $2K$.

For a plane wave $e^{iqn}$, with $n$ the cell number and $q$ the phase advance per cell, the squared frequency $x=\omega^2$ is an eigenvalue of the $2\times2$ dynamical matrix when
$$(2K-Mx)(2K-mx)=K^2(2+2\cos q).$$
At $q=0$ the roots are $x=0$ and $x=2K(1/M+1/m)$. The theorems below treat all $x$ above the second root, for $M,m,K>0$, without assuming a plane wave.

## The equations of motion

```lean
import Mathlib

open Filter Topology

namespace DiatomicEvanescent

noncomputable section
```

The first line loads Mathlib, the mathematical library of Lean, and `open Filter Topology` makes the notation for limits available.

```lean
/-- Equations of motion at squared frequency `x` of a diatomic chain with masses `M`, `m` and
spring constant `K`; `u n` and `a n` are the amplitudes of the two atoms in cell `n`. -/
def IsMode (M m K x : ℝ) (u a : ℤ → ℂ) : Prop :=
  (∀ n, (M : ℂ) * x * u n = K * (2 * u n - a n - a (n - 1))) ∧
  (∀ n, (m : ℂ) * x * a n = K * (2 * a n - u n - u (n + 1)))
```

The type `ℤ → ℂ` is a complex sequence labelled by all integers, so the chain is infinite in both directions, and `u n` means $u_n$. The displacements in cell $n$ are $\mathrm{Re}(u_ne^{-i\omega t})$ for mass $M$ and $\mathrm{Re}(a_ne^{-i\omega t})$ for mass $m$. The order along the chain is $a_{n-1},u_n,a_n,u_{n+1}$. Newton's law then gives, for every $n$ (`∀ n`), both (`∧`) of
$$Mx\,u_n=K(2u_n-a_n-a_{n-1}),\qquad mx\,a_n=K(2a_n-u_n-u_{n+1}).$$
`Prop` says that `IsMode` is a statement, true or false for given arguments, and `(M : ℂ)` is the real mass read as a complex number. The amplitudes are plain displacements, not mass-weighted ones. The zero sequence counts as a mode, and no boundedness is built in.

```lean
/-- The squared frequency `2K (1/M + 1/m)` at the top of the optical branch. -/
def opticalTop (M m K : ℝ) : ℝ := 2 * K * (1 / M + 1 / m)
```

This is $x_0=2K(1/M+1/m)$, the optical root at $q=0$.

```lean
/-- The coefficient `c = (2K - Mx)(2K - mx)/K² - 2` of the recurrence for one sublattice. -/
def recCoeff (M m K x : ℝ) : ℝ := (2 * K - M * x) * (2 * K - m * x) / K ^ 2 - 2
```

This is $c=(2K-Mx)(2K-mx)/K^2-2$. For a plane wave it equals $2\cos q$.

```lean
/-- The decay factor per cell, `l = (c - √(c² - 4)) / 2`. -/
def decay (M m K x : ℝ) : ℝ :=
  (recCoeff M m K x - Real.sqrt (recCoeff M m K x ^ 2 - 4)) / 2
```

This is $l=\tfrac12\left(c-\sqrt{c^2-4}\right)$. Lean gives `Real.sqrt` of a negative number the value zero, so for $c^2<4$ `decay` is not a root of $l+1/l=c$. For $c<-2$, which occurs in the gap between the two branches, it is the root of modulus above one, the growing factor. The theorems use it only for $c>2$.

## Two inequalities and the decay factor

```lean
/-- Above the top of the optical branch, `c > 2` and `m x > 2K`. -/
theorem above_top {M m K x : ℝ} (hM : 0 < M) (hm : 0 < m) (hK : 0 < K)
    (hx : opticalTop M m K < x) : 2 < recCoeff M m K x ∧ 2 * K < m * x := by
  have e : opticalTop M m K = 2 * K * (M + m) / (M * m) := by
    unfold opticalTop
    field_simp
    try ring
  have hpos : 0 < 2 * K * (M + m) / (M * m) := by positivity
  rw [e] at hx
  have hx0 : 0 < x := hpos.trans hx
  rw [div_lt_iff₀ (mul_pos hM hm)] at hx
  constructor
  · -- (2K - Mx)(2K - mx) - 4K² = x (M m x - 2K (M + m))
    have h4 : 4 < (2 * K - M * x) * (2 * K - m * x) / K ^ 2 := by
      rw [lt_div_iff₀ (by positivity)]
      nlinarith [mul_pos hx0 (sub_pos.2 hx)]
    unfold recCoeff
    linarith
  · by_contra h
    have h' : m * x ≤ 2 * K := not_lt.1 h
    nlinarith [mul_le_mul_of_nonneg_left h' hM.le, mul_pos hK hm]
```

Hypotheses stand before the last colon, each with a name: `hM : 0 < M` is the assumption $M>0$. The conclusion is $c>2$ and $mx>2K$ whenever $x>x_0$.

Write $x_0=2K(M+m)/(Mm)$, which is the step `e`. Then $x>0$ and $Mmx>2K(M+m)$. Expanding the product gives
$$(2K-Mx)(2K-mx)-4K^2=x\,\bigl(Mmx-2K(M+m)\bigr)>0,$$
so $c+2>4$. The tactic `nlinarith` is handed the positivity of the right side and finds this identity. For the second claim, `by_contra` assumes $mx\le2K$. Then $Mmx\le2KM<2K(M+m)$, a contradiction.

```lean
/-- For `c > 2` the decay factor satisfies `0 < l < 1` and `l + 1/l = c`. -/
theorem decay_spec {M m K x : ℝ} (hc : 2 < recCoeff M m K x) :
    0 < decay M m K x ∧ decay M m K x < 1 ∧
      decay M m K x + (decay M m K x)⁻¹ = recCoeff M m K x := by
  unfold decay
  generalize recCoeff M m K x = c at hc ⊢
  have hs : Real.sqrt (c ^ 2 - 4) ^ 2 = c ^ 2 - 4 := Real.sq_sqrt (by nlinarith)
  have hs0 : 0 ≤ Real.sqrt (c ^ 2 - 4) := Real.sqrt_nonneg _
  generalize Real.sqrt (c ^ 2 - 4) = s at hs hs0 ⊢
  have h1 : s < c := by
    by_contra h
    have h' : c ≤ s := not_lt.1 h
    nlinarith
  have h2 : c - 2 < s := by
    by_contra h
    have h' : s ≤ c - 2 := not_lt.1 h
    nlinarith
  have h3 : ((c - s) / 2)⁻¹ = (c + s) / 2 :=
    inv_eq_of_mul_eq_one_right (by linear_combination (-1 / 4) * hs)
  refine ⟨by linarith, by linarith, ?_⟩
  rw [h3]
  ring
```

For $c>2$ the statement is $0<l<1$ and $l+1/l=c$. Put $s=\sqrt{c^2-4}\ge0$; the tactic `generalize` introduces the letters `c` and `s` in the same way. Since $s^2<c^2$, we have $s<c$ and $l>0$ (`h1`). Since $s^2-(c-2)^2=4c-8>0$, we have $s>c-2$ and $l<1$ (`h2`). Since $(c-s)(c+s)/4=1$, the inverse is $1/l=(c+s)/2$ (`h3`), and the two add up to $c$.

## Eliminating one sublattice

```lean
/-- For `K ≠ 0` and `m x ≠ 2K` the equations of motion are equivalent to
`u (n+1) + u (n-1) = c u n` together with `a n = K (u n + u (n+1)) / (2K - m x)`. -/
theorem eliminate {M m K x : ℝ} (hK : K ≠ 0) (hD : 2 * K - m * x ≠ 0) (u a : ℤ → ℂ) :
    IsMode M m K x u a ↔ (∀ n, u (n + 1) + u (n - 1) = recCoeff M m K x * u n) ∧
      ∀ n, a n = K * (u n + u (n + 1)) / (2 * K - m * x) := by
  have hK' : (K : ℂ) ≠ 0 := by exact_mod_cast hK
  have hD' : (2 * K - m * x : ℂ) ≠ 0 := by exact_mod_cast hD
  have hc : (recCoeff M m K x : ℂ) * K ^ 2
      = (2 * K - M * x) * (2 * K - m * x) - 2 * K ^ 2 := by
    unfold recCoeff
    push_cast
    field_simp
    try ring
  constructor
  · rintro ⟨h1, h2⟩
    have e : ∀ n, a n * (2 * K - m * x) = K * (u n + u (n + 1)) := fun n => by
      linear_combination (-1 : ℂ) * h2 n
    refine ⟨fun n => ?_, fun n => (eq_div_iff hD').2 (e n)⟩
    have e2 := e (n - 1)
    rw [sub_add_cancel] at e2
    apply mul_left_cancel₀ (pow_ne_zero 2 hK')
    linear_combination (2 * K - m * x : ℂ) * h1 n - (K : ℂ) * e n - (K : ℂ) * e2 - u n * hc
  · rintro ⟨r, ha⟩
    have e : ∀ n, a n * (2 * K - m * x) = K * (u n + u (n + 1)) := fun n =>
      (eq_div_iff hD').1 (ha n)
    refine ⟨fun n => ?_, fun n => by linear_combination (-1 : ℂ) * e n⟩
    have e2 := e (n - 1)
    rw [sub_add_cancel] at e2
    apply mul_left_cancel₀ hD'
    linear_combination (K : ℂ) ^ 2 * r n + (K : ℂ) * e n + (K : ℂ) * e2 + u n * hc
```

The arrow `↔` is an equivalence. For $K\ne0$ and $D=2K-mx\neq0$, the equations of motion hold exactly when
$$u_{n+1}+u_{n-1}=c\,u_n,\qquad a_n=\frac{K(u_n+u_{n+1})}{D}.$$
The second equation of motion reads $D\,a_n=K(u_n+u_{n+1})$, called `e n`, and `e2` is the same at $n-1$. The first reads $(2K-Mx)u_n=K(a_n+a_{n-1})$. Multiplying it by $D$ and inserting the other two gives
$$(2K-Mx)\,D\,u_n=K^2(u_{n-1}+2u_n+u_{n+1}).$$
The left side is $K^2(c+2)u_n$ by `hc`, and cancelling $K^2$ leaves the recurrence. The tactic `linear_combination` takes the multipliers, here $D$, $-K$, $-K$ and $-u_n$, and verifies that the stated sum of known equations is the goal. The converse runs the same sum backwards and cancels $D$.

## Solving the recurrence on all integers

```lean
/-- An amplitude multiplied by `l ≠ 0` from each cell to the next equals `f 0 * l ^ n`. -/
theorem geometric {l : ℂ} (hl : l ≠ 0) (f : ℤ → ℂ) (h : ∀ n, f (n + 1) = l * f n) (n : ℤ) :
    f n = f 0 * l ^ n := by
  refine Int.induction_on n ?_ (fun i ih => ?_) (fun i ih => ?_)
  · simp
  · rw [h, ih, zpow_add_one₀ hl]
    ring
  · have h' := h (-(i : ℤ) - 1)
    rw [sub_add_cancel, ih] at h'
    rw [zpow_sub_one₀ hl, ← mul_assoc, h']
    field_simp
```

If $f_{n+1}=l f_n$ for all $n$ and $l\ne0$, then $f_n=f_0\,l^n$. `Int.induction_on` starts at $n=0$ and goes both ways. Upwards it multiplies by $l$. Downwards it uses $f_{n-1}=f_n/l$, a division by $l$. The code uses $l\neq0$ in both directions, since its rules $l^{n+1}=l^n\,l$ and $l^{n-1}=l^n/l$ for integer exponents are stated for nonzero $l$.

```lean
/-- For `l ≠ 0`, `l² ≠ 1` the solutions of `u (n+1) + u (n-1) = (l + 1/l) u n` are exactly
the sequences `A l^n + B l^(-n)`. -/
theorem recurrence_iff {l : ℂ} (hl : l ≠ 0) (hl2 : l ^ 2 ≠ 1) (u : ℤ → ℂ) :
    (∀ n, u (n + 1) + u (n - 1) = (l + l⁻¹) * u n) ↔
      ∃ A B : ℂ, ∀ n, u n = A * l ^ n + B * l ^ (-n) := by
  have hi : l * l⁻¹ = 1 := mul_inv_cancel₀ hl
  constructor
  · intro h
    have h' : ∀ n, u (n + 1 + 1) + u n = (l + l⁻¹) * u (n + 1) := fun n => by
      have := h (n + 1)
      rwa [add_sub_cancel_right] at this
    have hd : l - l⁻¹ ≠ 0 := fun h0 => hl2 (by linear_combination l * h0 + hi)
    obtain ⟨e, he⟩ : ∃ e, (l - l⁻¹) * e = 1 := ⟨_, mul_inv_cancel₀ hd⟩
    refine ⟨(u (0 + 1) - l⁻¹ * u 0) * e, -(u (0 + 1) - l * u 0) * e, fun n => ?_⟩
    -- two geometric combinations, with ratios l and 1/l
    have hp : u (n + 1) - l⁻¹ * u n = (u (0 + 1) - l⁻¹ * u 0) * l ^ n :=
      geometric hl (fun k => u (k + 1) - l⁻¹ * u k)
        (fun k => by linear_combination h' k + u k * hi) n
    have hq : u (n + 1) - l * u n = (u (0 + 1) - l * u 0) * l⁻¹ ^ n :=
      geometric (inv_ne_zero hl) (fun k => u (k + 1) - l * u k)
        (fun k => by linear_combination h' k + u k * hi) n
    rw [inv_zpow'] at hq
    linear_combination e * hp - e * hq - u n * he
  · rintro ⟨A, B, hu⟩ n
    rw [hu (n + 1), hu (n - 1), hu n]
    simp only [zpow_neg, zpow_add_one₀ hl, zpow_sub_one₀ hl, mul_inv, inv_inv]
    ring
```

Here $l$ is any complex number with $l\ne0$ and $l^2\ne1$. A sequence obeys $u_{n+1}+u_{n-1}=(l+1/l)u_n$ exactly when there exist (`∃`) constants $A,B$ with $u_n=Al^n+Bl^{-n}$.

Define $p_n=u_{n+1}-u_n/l$ and $r_n=u_{n+1}-lu_n$. The recurrence at $n+1$ is $u_{n+2}=(l+1/l)u_{n+1}-u_n$, so
$$p_{n+1}=l\,u_{n+1}-u_n=l\,p_n,\qquad r_{n+1}=u_{n+1}/l-u_n=r_n/l.$$
By `geometric`, $p_n=p_0l^n$ and $r_n=r_0l^{-n}$; these are `hp` and `hq`, with `u (0 + 1)` standing for $u_1$. Subtracting gives $(l-1/l)\,u_n=p_0l^n-r_0l^{-n}$, so
$$A=\frac{u_1-u_0/l}{l-1/l},\qquad B=-\frac{u_1-l\,u_0}{l-1/l}.$$
The condition $l^2\ne1$ permits the division, and `e` is the inverse of $l-1/l$. The converse is substitution.

## The general solution above the branch

```lean
/-- Above the top of the optical branch `0 < l < 1`, and the solutions of the equations of motion
are exactly `u n = A l^n + B l^(-n)`, `a n = K (u n + u (n+1)) / (2K - m x)`. -/
theorem evanescent {M m K x : ℝ} (hM : 0 < M) (hm : 0 < m) (hK : 0 < K)
    (hx : opticalTop M m K < x) (u a : ℤ → ℂ) :
    0 < decay M m K x ∧ decay M m K x < 1 ∧ (IsMode M m K x u a ↔
      (∃ A B : ℂ, ∀ n, u n = A * (decay M m K x : ℂ) ^ n + B * (decay M m K x : ℂ) ^ (-n)) ∧
        ∀ n, a n = K * (u n + u (n + 1)) / (2 * K - m * x)) := by
  obtain ⟨hc, hD⟩ := above_top hM hm hK hx
  obtain ⟨h0, h1, hs⟩ := decay_spec hc
  refine ⟨h0, h1, ?_⟩
  have hl : (decay M m K x : ℂ) ≠ 0 := by exact_mod_cast h0.ne'
  have hr : decay M m K x ^ 2 ≠ 1 := ne_of_lt (by nlinarith)
  have hl2 : (decay M m K x : ℂ) ^ 2 ≠ 1 := by exact_mod_cast hr
  have hs' : (recCoeff M m K x : ℂ) = decay M m K x + (decay M m K x : ℂ)⁻¹ := by
    exact_mod_cast hs.symm
  rw [eliminate hK.ne' (sub_neg.2 hD).ne, hs', recurrence_iff hl hl2]
```

For $M,m,K>0$ and $x>x_0$, the factor satisfies $0<l<1$, and a pair $(u,a)$ solves the equations of motion if and only if
$$u_n=Al^n+Bl^{-n}\ \text{ for some } A,B\in\mathbb C,\qquad a_n=\frac{K(u_n+u_{n+1})}{2K-mx}.$$
The proof chains the earlier results. `above_top` supplies $c>2$ and $D<0$, `decay_spec` supplies the range of $l$ and $c=l+1/l$, and $0<l<1$ gives $l^2\neq1$. The last line rewrites `IsMode` with `eliminate` and then with `recurrence_iff`.

With $l=e^{-\kappa}$ and $\kappa>0$, the two terms are waves of imaginary wave number $q=\pm i\kappa$, and $c=2\cosh\kappa$. Because $l$ is positive, neither term changes sign from cell to cell. The gap between the acoustic and optical branches lies below $x_0$ and is not covered.

## Bounded solutions

```lean
/-- If `0 < l < 1` and `A l^n + B / l^n` is bounded for `n ≥ 0`, then `B = 0`. -/
theorem growing_part_zero {l C : ℝ} (h0 : 0 < l) (h1 : l < 1) {A B : ℂ}
    (h : ∀ n : ℕ, ‖A * (l : ℂ) ^ n + B * ((l : ℂ) ^ n)⁻¹‖ ≤ C) : B = 0 := by
  have key : ∀ t : ℝ, 0 < t → t ≤ 1 → ‖A * (t : ℂ) + B * (t : ℂ)⁻¹‖ ≤ C →
      ‖B‖ ≤ (C + ‖A‖) * t := by
    intro t ht ht1 hC
    have hi : (t : ℂ) * (t : ℂ)⁻¹ = 1 := mul_inv_cancel₀ (by exact_mod_cast ht.ne')
    have e : B = (A * (t : ℂ) + B * (t : ℂ)⁻¹) * t - A * t * t := by
      linear_combination (-B) * hi
    have hn := norm_sub_le ((A * (t : ℂ) + B * (t : ℂ)⁻¹) * t) (A * t * t)
    rw [← e] at hn
    simp only [norm_mul, Complex.norm_real, Real.norm_eq_abs, abs_of_pos ht] at hn
    nlinarith [mul_le_mul_of_nonneg_right hC ht.le,
      mul_nonneg (mul_nonneg (norm_nonneg A) ht.le) (sub_nonneg.2 ht1)]
  -- ‖B‖ ≤ (C + ‖A‖) l^n, and the right side tends to zero
  have hlim : Tendsto (fun n : ℕ => (C + ‖A‖) * l ^ n) atTop (𝓝 ((C + ‖A‖) * 0)) :=
    (tendsto_pow_atTop_nhds_zero_of_lt_one h0.le h1).const_mul _
  have hle : ‖B‖ ≤ (C + ‖A‖) * 0 := ge_of_tendsto' hlim fun n =>
    key _ (pow_pos h0 n) (pow_le_one₀ h0.le h1.le) (by rw [Complex.ofReal_pow]; exact h n)
  rw [mul_zero] at hle
  exact norm_le_zero_iff.1 hle
```

If $|Al^n+B/l^n|\le C$ for all natural numbers $n$ and some constant $C$, then $B=0$; the double bars in the code are the modulus. For $0<t\le1$ write $B=(At+B/t)\,t-At^2$. The triangle inequality gives $|B|\le Ct+|A|t^2\le(C+|A|)\,t$, which is `key`. With $t=l^n$ the right side tends to zero (`hlim`), and `ge_of_tendsto'` passes the inequality to the limit.

```lean
/-- Above the top of the optical branch, a solution with `u` bounded on the cells `n ≥ 0` is
`u n = u 0 * l^n`. -/
theorem decays_of_bounded_right {M m K x C : ℝ} (hM : 0 < M) (hm : 0 < m) (hK : 0 < K)
    (hx : opticalTop M m K < x) {u a : ℤ → ℂ} (h : IsMode M m K x u a)
    (hb : ∀ n : ℕ, ‖u n‖ ≤ C) (n : ℤ) : u n = u 0 * (decay M m K x : ℂ) ^ n := by
  obtain ⟨h0, h1, hiff⟩ := evanescent hM hm hK hx u a
  obtain ⟨⟨A, B, hu⟩, -⟩ := hiff.1 h
  have hB : B = 0 := growing_part_zero (A := A) (C := C) h0 h1 fun k => by
    have := hb k
    rwa [hu, zpow_neg, zpow_natCast] at this
  rw [hu n, hu 0, hB]
  simp
```

If $|u_n|\le C$ for $n\ge0$, then $u_n=u_0l^n$ for every integer $n$. The proof takes $A,B$ from `evanescent`, removes $B$ with the lemma above, and reads off $A=u_0$. The formula for $a_n$ then gives $a_n=K(1+l)\,u_n/(2K-mx)$, a negative multiple of $u_n$, so the two atoms of a cell move in opposition. This is the profile of a vibration decaying into a thick layer. The equations are still assumed on all of $\mathbb Z$, so the interface and its matching conditions are not part of the statement.

```lean
/-- Above the top of the optical branch, a solution with `u` bounded on the whole chain
vanishes on both sublattices. -/
theorem bounded_vanishes {M m K x C : ℝ} (hM : 0 < M) (hm : 0 < m) (hK : 0 < K)
    (hx : opticalTop M m K < x) {u a : ℤ → ℂ} (h : IsMode M m K x u a)
    (hb : ∀ n, ‖u n‖ ≤ C) : u = 0 ∧ a = 0 := by
  obtain ⟨h0, h1, hiff⟩ := evanescent hM hm hK hx u a
  have hd := decays_of_bounded_right hM hm hK hx h fun k => hb k
  -- towards n → -∞ the remaining part grows
  have hA : u 0 = 0 := growing_part_zero (A := 0) (C := C) h0 h1 fun k => by
    have := hb (-(k : ℤ))
    rw [hd, zpow_neg, zpow_natCast] at this
    rwa [zero_mul, zero_add]
  have hu : ∀ n, u n = 0 := fun n => by rw [hd n, hA, zero_mul]
  refine ⟨funext hu, funext fun n => ?_⟩
  rw [(hiff.1 h).2 n, hu, hu]
  simp
```

If $|u_n|\le C$ on the whole chain, then `u = 0 ∧ a = 0`, which means that every amplitude vanishes. Only $u$ is assumed bounded. The previous theorem gives $u_n=u_0l^n$. At $n=-k$ with $k\ge0$ this is $u_0/l^k$, the growing term of `growing_part_zero` with $A=0$, so $u_0=0$. Then $a_n=0$ follows from its formula. A plane wave of real $q$ is bounded, so none exists above $x_0$. A layer of finite thickness is a different problem: boundedness puts no condition on finitely many cells, and both exponentials can be present there.

## The mode at the threshold

```lean
/-- At the top of the optical branch itself, the constant amplitudes `u = m`, `a = -M` solve the
equations of motion. -/
theorem top_mode_witness {M m : ℝ} (K : ℝ) (hM : M ≠ 0) (hm : m ≠ 0) :
    IsMode M m K (opticalTop M m K) (fun _ => m) (fun _ => -M) := by
  have hM' : (M : ℂ) ≠ 0 := by exact_mod_cast hM
  have hm' : (m : ℂ) ≠ 0 := by exact_mod_cast hm
  constructor
  all_goals
    intro n
    simp only [opticalTop]
    push_cast
    field_simp
    try ring

end

end DiatomicEvanescent
```

At $x=x_0$ the constant sequences $u_n=m$, $a_n=-M$ solve both equations, for any real $K$ and nonzero masses. The first equation reads $M x_0\,m=2K(M+m)$ on both sides, and the second is its negative; `field_simp` clears the denominators. This solution is bounded and, since $m\ne0$, not zero, so the strict inequality in `hx` marks the true edge for `bounded_vanishes`. It keeps the centre of mass of each cell fixed, $Mu_n+ma_n=0$. For positive masses the normalised mass-weighted eigenvector $(\sqrt M u,\sqrt m\,a)$ is $(\sqrt m,-\sqrt M)/\sqrt{M+m}$.

```lean
#print axioms DiatomicEvanescent.evanescent
#print axioms DiatomicEvanescent.bounded_vanishes
```

```
'DiatomicEvanescent.evanescent' depends on axioms: [propext, Classical.choice, Quot.sound]
'DiatomicEvanescent.bounded_vanishes' depends on axioms: [propext, Classical.choice, Quot.sound]
```

## Limits of the decay factor and its numerical use

The estimates and numbers that follow are ordinary algebra added to the theorems and have no formal proof in the file. The identity behind `above_top` gives $c-2=Mm\,x(x-x_0)/K^2$. Just above the threshold, with $\delta=x-x_0$ small, $\kappa^2\approx c-2\approx2(M+m)\,\delta/K$, so the decay length $1/\kappa$ in cells diverges as $\delta^{-1/2}$ and $l\to1$. Far above it, $l\approx1/c\approx K^2/(Mmx^2)$. For $M=m=K=1$, which is a monatomic chain described with two atoms per cell, the threshold is $x_0=4$, and $x=9/2$ gives $c=17/4$, $l=1/4$ and $a_n=-u_n/2$ for the decaying solution, a factor $-1/2$ from each atom to the next.

In a calculation that fixes $\omega$ and asks for the complex wave number, the recurrence is the transfer matrix
$$\begin{pmatrix}u_{n+1}\\u_n\end{pmatrix}=\begin{pmatrix}c&-1\\1&0\end{pmatrix}\begin{pmatrix}u_n\\u_{n-1}\end{pmatrix},$$
with eigenvalues $l$ and $1/l$. Iterating it forwards in floating point amplifies any rounding error along the growing solution by $1/l$ per cell, so the decaying solution is better built directly as $u_0l^n$. For large $c$ the form $l=2/\left(c+\sqrt{c^2-4}\right)$, equivalent by `h3`, avoids subtracting two nearly equal numbers.
